# In a linear potential, the diagonal of the thermal kernel is the classical density times a factor independent of position

`diagonal_eq` concerns one particle of mass m on a line, in the potential F x at inverse temperature β, with ħ, m and β positive. Its thermal kernel, given here by an explicit formula and not normalised, is taken at two equal points x. The lemma states that this value is the classical density at x, that is, the Boltzmann factor integrated over momentum and divided by 2πħ, times exp(ħ²β³F²/24m). The proof puts in the closed form of the classical density, unfolds the kernel, and tries to merge the two exponentials on the right into one, so that only the exponents are left to compare.

This version doesn't compile in Lean 4 with Mathlib:

```lean
import Mathlib

open Real MeasureTheory Filter Topology

namespace DiagonalEq

noncomputable section

/-- The thermal kernel of a particle of mass `m` in the potential `F x`, at inverse
temperature `β`; the domain is `ħ, m, β > 0`. -/
def blochKernel (ħ m F β x y : ℝ) : ℝ :=
  √(m / (2 * π * ħ ^ 2 * β)) *
    Real.exp (-(m * (x - y) ^ 2 / (2 * ħ ^ 2 * β)) - β * F * (x + y) / 2
      + ħ ^ 2 * β ^ 3 * F ^ 2 / (24 * m))

/-- The classical density: the Boltzmann factor of `p² / 2m + F x` integrated over momentum,
per phase-space cell `2πħ`; the domain is `ħ, m, β > 0`. -/
def classicalDensity (ħ m F β x : ℝ) : ℝ :=
  (∫ p : ℝ, Real.exp (-β * (p ^ 2 / (2 * m) + F * x))) / (2 * π * ħ)

/-- The momentum integral in closed form, for `ħ, m, β > 0`. -/
theorem classicalDensity_eq {ħ m β : ℝ} (hħ : 0 < ħ) (hm : 0 < m) (hβ : 0 < β) (F x : ℝ) :
    classicalDensity ħ m F β x
      = √(m / (2 * π * ħ ^ 2 * β)) * Real.exp (-(β * F * x)) := by
  have hp : ∀ p : ℝ, Real.exp (-β * (p ^ 2 / (2 * m) + F * x))
      = Real.exp (-(β / (2 * m)) * p ^ 2) * Real.exp (-(β * F * x)) := by
    intro p
    rw [← Real.exp_add]
    congr 1
    ring
  have hs : m / (2 * π * ħ ^ 2 * β) = π / (β / (2 * m)) / (2 * π * ħ) ^ 2 := by
    field_simp
  rw [classicalDensity, hs, Real.sqrt_div' _ (sq_nonneg _), Real.sqrt_sq (by positivity)]
  simp_rw [hp]
  rw [integral_mul_const, integral_gaussian]
  ring

/-- For `ħ, m, β > 0` the diagonal of the kernel is the classical density times
`exp (ħ² β³ F² / 24m)`. -/
theorem diagonal_eq {ħ m β : ℝ} (hħ : 0 < ħ) (hm : 0 < m) (hβ : 0 < β) (F x : ℝ) :
    blochKernel ħ m F β x x
      = classicalDensity ħ m F β x * Real.exp (ħ ^ 2 * β ^ 3 * F ^ 2 / (24 * m)) := by
  rw [classicalDensity_eq hħ hm hβ, blochKernel, mul_assoc, ← Real.exp_add]
  congr 2
  ring

end

end DiagonalEq
```

Lean reports:

```
Main.lean:43:60: error: Tactic `rewrite` failed: Did not find an occurrence of the pattern
  rexp ?x * rexp ?y
in the target expression
  √(m / (2 * π * (ħ ^ 2 * β))) *
      rexp (-(m * (x - x) ^ 2 / (2 * ħ ^ 2 * β)) - β * F * (x + x) / 2 + ħ ^ 2 * β ^ 3 * F ^ 2 / (24 * m)) =
    √(m / (2 * π * (ħ ^ 2 * β))) * rexp (-(β * F * x)) * rexp (ħ ^ 2 * β ^ 3 * F ^ 2 / (24 * m))

ħ m β : ℝ
hħ : 0 < ħ
hm : 0 < m
hβ : 0 < β
F x : ℝ
⊢ √(m / (2 * π * (ħ ^ 2 * β))) *
      rexp (-(m * (x - x) ^ 2 / (2 * ħ ^ 2 * β)) - β * F * (x + x) / 2 + ħ ^ 2 * β ^ 3 * F ^ 2 / (24 * m)) =
    √(m / (2 * π * (ħ ^ 2 * β))) * rexp (-(β * F * x)) * rexp (ħ ^ 2 * β ^ 3 * F ^ 2 / (24 * m))
```

What went wrong. The message says that `← Real.exp_add` found no product of two exponentials to merge. The right side does have two, but it is grouped as `(√… * rexp …) * rexp …`, so neither multiplies the other directly. The `mul_assoc` before it was meant to regroup them. Given no arguments, it fits any product of the form `a * b * c`, and `rw` settles on one instance. Here that was the denominator under the square root: `2 * π * ħ ^ 2 * β` has become `2 * π * (ħ ^ 2 * β)` on both sides of the goal, and the exponentials stayed as they were.

The repair gives `mul_assoc` its first factor, the square root itself. The only product that now fits is the one on the right side, which becomes `√… * (rexp … * rexp …)`. `← Real.exp_add` then has its pattern, and the closing `congr 2` and `ring` work unchanged. The line break within the `rw` is mere layout.

The change, after which it compiles:

```diff
@@ -41,5 +41,6 @@
     blochKernel ħ m F β x x
       = classicalDensity ħ m F β x * Real.exp (ħ ^ 2 * β ^ 3 * F ^ 2 / (24 * m)) := by
-  rw [classicalDensity_eq hħ hm hβ, blochKernel, mul_assoc, ← Real.exp_add]
+  rw [classicalDensity_eq hħ hm hβ, blochKernel,
+    mul_assoc (√(m / (2 * π * ħ ^ 2 * β))), ← Real.exp_add]
   congr 2
   ring
```
